# Bounding the condition number of a positive definite matrix by its trace and determinant

A basis set close to linear dependence has an overlap matrix with a large condition number, the ratio of the largest eigenvalue to the smallest, and a formal bound on that number begins with a choice of how to express this ratio. Here it is the supremum of the real spectrum divided by its infimum. The definition needs no ordering of the eigenvalues, and for a positive definite matrix of finite order at least one it gives the usual quotient, because a finite nonempty set of eigenvalues contains its supremum and its infimum.

Let $S$ be a real symmetric positive definite matrix of order $n\ge 1$ with condition number $\kappa$. Then

$$\kappa+2+\frac1\kappa\;\le\;\frac{4\,(\operatorname{tr}S/n)^n}{\det S},\qquad\text{and hence}\qquad \kappa<\frac{4\,(\operatorname{tr}S/n)^n}{\det S}.$$

If the basis functions are normalized, the diagonal entries are 1, the trace is $n$, and the second bound becomes $\kappa<4/\det S$.

In an electronic-structure calculation with a finite real basis, the determinant is available from a Cholesky factorization of $S$, so the bound limits the condition number without an eigenvalue calculation. It works in one direction only: a small determinant does not by itself imply a large condition number. Take $N$ mutually orthogonal pairs of normalized functions, with the same overlap $s$, $0<s<1$, inside each pair. The condition number is $(1+s)/(1-s)$ for every $N$, while the bound $4/(1-s^2)^N$ grows exponentially with $N$. In a large basis the bound can therefore lie far above the true value.

## Replacing two eigenvalues by their mean

The first ingredient is the inequality between the arithmetic and geometric means. Let $y_1,\dots,y_n$ be positive numbers with mean $m$. Putting $x=y_i/m-1$ in $1+x\le e^x$ gives $y_i/m\le e^{y_i/m-1}$. Both sides are positive, so the $n$ inequalities may be multiplied:

$$\prod_i\frac{y_i}{m}\le\exp\Big(\sum_i\Big(\frac{y_i}{m}-1\Big)\Big)=e^{\,n-n}=1,\qquad\text{that is,}\qquad \prod_i y_i\le m^n.$$

Now let $\lambda_1,\dots,\lambda_n$ be the eigenvalues of $S$, with mean $M=\operatorname{tr}S/n$, and choose two of them, $a=\lambda_i$ and $b=\lambda_j$ with $i\ne j$. Replace each of the two by $(a+b)/2$. The sum is unchanged, so the mean is still $M$, and the inequality above gives

$$\Big(\frac{a+b}{2}\Big)^2\prod_{k\ne i,j}\lambda_k\le M^n.$$

Multiplication by $4ab$ restores the full product on the left:

$$(a+b)^2\prod_k\lambda_k\le 4ab\,M^n.$$

For $i=j$ we have $a=b$, and this is the mean inequality multiplied by $4a^2$. That case covers $n=1$.

Take $a$ to be the largest eigenvalue and $b$ the smallest, so that $\kappa=a/b$. The product of the eigenvalues is $\det S$. Dividing by $ab\det S>0$ and using

$$\frac{(a+b)^2}{ab}=\frac ab+2+\frac ba=\kappa+2+\frac1\kappa$$

gives the first bound. Since $2+1/\kappa>0$, the strict bound follows.

## Two normalized orbitals

Two normalized real orbitals with overlap $s$, $0\le s<1$, have the overlap matrix

$$S=\begin{pmatrix}1&s\\ s&1\end{pmatrix}.$$

With vector components numbered 0 and 1, its quadratic form is

$$x_0^2+2s\,x_0x_1+x_1^2=(1-s)(x_0^2+x_1^2)+s(x_0+x_1)^2,$$

which is positive for every nonzero vector. The secular determinant is $(\mu-1)^2-s^2=(\mu-1-s)(\mu-1+s)$, so the eigenvalues are $1+s$ and $1-s$, and

$$\kappa=\frac{1+s}{1-s},\qquad \det S=(1+s)(1-s),\qquad \kappa\det S=(1+s)^2.$$

The last product approaches 4 as $s\to1$. For any $c<4$ there is therefore an overlap $s$ with $\kappa>c/\det S$, and the constant 4 in the normalized bound cannot be lowered for matrices of order two.

An explicit choice is $s=\max(0,(4+c)/8)$, which is below 1. It satisfies $c\le 8s-4$, and

$$(1+s)^2-(8s-4)=(1-s)(5-s)>0,$$

so $c<(1+s)^2$.

## The bound in Lean

The basis functions are represented by their labels, the elements of a finite type `ι`.

```lean
import Mathlib

open Matrix

namespace OverlapConditionBound

noncomputable section

variable {ι : Type*} [Fintype ι] [DecidableEq ι]
```

An overlap matrix has type `Matrix ι ι ℝ`, and its order $n$ is `Fintype.card ι`. The functions themselves do not appear. The step from them to the matrix is left to the reader: the overlap integrals of linearly independent real functions form a positive definite matrix, because its quadratic form is the squared norm of a linear combination of those functions.

```lean
/-- The spectral condition number of a real symmetric positive definite matrix of order `n ≥ 1`: its
largest eigenvalue divided by its smallest. -/
def condNumber (S : Matrix ι ι ℝ) : ℝ :=
  sSup (spectrum ℝ S) / sInf (spectrum ℝ S)
```

This is the quotient described at the start. Lean accepts it for every real square matrix, but it is meant as a condition number only for positive definite ones.

```lean
/-- The overlap matrix of two normalized real orbitals with mutual overlap `s`. -/
def twoOrbital (s : ℝ) : Matrix (Fin 2) (Fin 2) ℝ := !![1, s; s, 1]
```

The two orbitals are labelled by `Fin 2`, whose elements are 0 and 1. The parameter is unrestricted here, and the range $0\le s<1$ enters as a hypothesis in the theorems that need it.

```lean
omit [DecidableEq ι] in
/-- The product of `n ≥ 1` positive numbers is at most the `n`-th power of their mean. -/
theorem prod_le_mean_pow [Nonempty ι] (y : ι → ℝ) (hy : ∀ i, 0 < y i) :
    ∏ i, y i ≤ ((∑ i, y i) / Fintype.card ι) ^ Fintype.card ι := by
  have hc : (0 : ℝ) < Fintype.card ι := Nat.cast_pos.2 Fintype.card_pos
  obtain ⟨m, hm⟩ : ∃ m : ℝ, m = (∑ i, y i) / Fintype.card ι := ⟨_, rfl⟩
  have hm0 : 0 < m := by
    rw [hm]
    exact div_pos (Finset.sum_pos (fun i _ => hy i) Finset.univ_nonempty) hc
  have hm1 : m ≠ 0 := hm0.ne'
  have hS : ∑ i, y i = m * Fintype.card ι := by rw [hm, div_mul_cancel₀ _ hc.ne']
  -- the relative deviations from the mean add up to zero
  have hsum : ∑ i, (y i / m - 1) = 0 := by
    rw [Finset.sum_sub_distrib, ← Finset.sum_div, hS]
    simp [hm1]
  rw [← hm]
  calc ∏ i, y i = ∏ i, (m * (y i / m)) :=
        Finset.prod_congr rfl (fun i _ => by field_simp)
    _ = m ^ Fintype.card ι * ∏ i, (y i / m) := by
        rw [Finset.prod_mul_distrib, Finset.prod_const, Finset.card_univ]
    _ ≤ m ^ Fintype.card ι * ∏ i, Real.exp (y i / m - 1) :=
        mul_le_mul_of_nonneg_left
          (Finset.prod_le_prod (fun i _ => (div_pos (hy i) hm0).le)
            (fun i _ => (sub_add_cancel (y i / m) 1).symm.le.trans (Real.add_one_le_exp _)))
          (pow_nonneg hm0.le _)
    _ = m ^ Fintype.card ι := by rw [← Real.exp_sum, hsum, Real.exp_zero, mul_one]
```

The hypothesis `[Nonempty ι]` says $n\ge1$. After naming the mean `m`, the proof establishes in `hsum` that the relative deviations from it add up to zero. The `calc` chain then extracts $m^n$ from the product, bounds each remaining factor by an exponential with `Real.add_one_le_exp`, and combines the exponentials into $e^0=1$.

```lean
/-- For `n` positive numbers `x k` with mean `M`, any two members `x i`, `x j` satisfy
`(x i + x j)² ∏ x ≤ 4 (x i) (x j) Mⁿ`. -/
theorem pair_bound (x : ι → ℝ) (hx : ∀ k, 0 < x k) (i j : ι) :
    (x i + x j) ^ 2 * ∏ k, x k ≤
      4 * (x i * x j) * ((∑ k, x k) / Fintype.card ι) ^ Fintype.card ι := by
  have : Nonempty ι := ⟨i⟩
  have hi := hx i
  have hj := hx j
  have h4 : 0 ≤ 4 * (x i * x j) := by positivity
  by_cases hij : i = j
  · subst hij
    refine le_trans (le_of_eq ?_) (mul_le_mul_of_nonneg_left (prod_le_mean_pow x hx) h4)
    ring
  · have hmem : j ∈ Finset.univ.erase i := by simp [Ne.symm hij]
    have hprod : ∀ f : ι → ℝ, ∏ k, f k =
        f i * (f j * ∏ k ∈ (Finset.univ.erase i).erase j, f k) := fun f => by
      rw [Finset.mul_prod_erase _ f hmem, Finset.mul_prod_erase _ f (Finset.mem_univ i)]
    have hsum : ∀ f : ι → ℝ, ∑ k, f k =
        f i + (f j + ∑ k ∈ (Finset.univ.erase i).erase j, f k) := fun f => by
      rw [Finset.add_sum_erase _ f hmem, Finset.add_sum_erase _ f (Finset.mem_univ i)]
    -- replace the two chosen members by their mean
    obtain ⟨y, hy⟩ : ∃ y : ι → ℝ,
        ∀ k, y k = if k = i ∨ k = j then (x i + x j) / 2 else x k := ⟨_, fun _ => rfl⟩
    have yi : y i = (x i + x j) / 2 := by simp [hy]
    have yj : y j = (x i + x j) / 2 := by simp [hy]
    have yR : ∀ k ∈ (Finset.univ.erase i).erase j, y k = x k := by
      intro k hk
      simp only [Finset.mem_erase] at hk
      simp [hy, hk.1, hk.2.1]
    have ypos : ∀ k, 0 < y k := by
      intro k
      rw [hy]
      split_ifs
      · positivity
      · exact hx k
    have hs : ∑ k, y k = ∑ k, x k := by
      rw [hsum y, hsum x, Finset.sum_congr rfl yR, yi, yj]
      ring
    have h := prod_le_mean_pow y ypos
    rw [hs, hprod y, Finset.prod_congr rfl yR, yi, yj] at h
    rw [hprod x]
    refine le_trans (le_of_eq ?_) (mul_le_mul_of_nonneg_left h h4)
    ring
```

The family `x` plays the part of the eigenvalues. The case `i = j` is the mean inequality multiplied by $4x_i^2$. Otherwise `hprod` and `hsum` separate the two chosen members from the rest of a product or a sum, and `y` is the family in which both have been replaced by their mean. The equality `hs` records that the sum is unchanged. Applying `prod_le_mean_pow` to `y` and multiplying by $4x_ix_j$ completes the argument.

```lean
/-- The condition number of a positive definite matrix of order `n ≥ 1` is a ratio of two of its
eigenvalues. -/
theorem condNumber_eq_ratio [Nonempty ι] {S : Matrix ι ι ℝ} (hS : S.PosDef) :
    ∃ i j, condNumber S = hS.isHermitian.eigenvalues i / hS.isHermitian.eigenvalues j := by
  have hne := Set.range_nonempty hS.isHermitian.eigenvalues
  have hfin := Set.finite_range hS.isHermitian.eigenvalues
  obtain ⟨i, hi⟩ := hne.csSup_mem hfin
  obtain ⟨j, hj⟩ := hne.csInf_mem hfin
  refine ⟨i, j, ?_⟩
  rw [condNumber, hS.isHermitian.spectrum_real_eq_range_eigenvalues, hi, hj]
```

`S.PosDef` contains the symmetry of `S`, since a real Hermitian matrix is symmetric. It supplies the function `hS.isHermitian.eigenvalues`, which lists the eigenvalues with multiplicity; its index type is again `ι`, but an index here does not refer to a particular basis function. The spectrum is the range of this function. As a finite nonempty set it contains its supremum and infimum, and these are the eigenvalues with indices `i` and `j`.

```lean
/-- A positive definite `S` of order `n ≥ 1` with condition number `κ` satisfies
`κ + 2 + 1/κ ≤ 4 (tr S / n)ⁿ / det S`. -/
theorem condNumber_add_inv_le [Nonempty ι] {S : Matrix ι ι ℝ} (hS : S.PosDef) :
    condNumber S + 2 + 1 / condNumber S ≤
      4 * (S.trace / Fintype.card ι) ^ Fintype.card ι / S.det := by
  have alg : ∀ a b M D : ℝ, 0 < a → 0 < b → 0 < D →
      (a + b) ^ 2 * D ≤ 4 * (a * b) * M → a / b + 2 + 1 / (a / b) ≤ 4 * M / D := by
    intro a b M D ha hb hD h
    have e : a / b + 2 + 1 / (a / b) = (a + b) ^ 2 / (a * b) := by
      field_simp
      ring
    rw [e, div_le_div_iff₀ (mul_pos ha hb) hD]
    linarith
  obtain ⟨i, j, hk⟩ := condNumber_eq_ratio hS
  have h := pair_bound hS.isHermitian.eigenvalues hS.eigenvalues_pos i j
  -- trace and determinant are the sum and the product of the eigenvalues
  have hdet : S.det = ∏ k, hS.isHermitian.eigenvalues k :=
    hS.isHermitian.det_eq_prod_eigenvalues
  have htr : S.trace = ∑ k, hS.isHermitian.eigenvalues k :=
    hS.isHermitian.trace_eq_sum_eigenvalues
  rw [← hdet, ← htr] at h
  rw [hk]
  exact alg _ _ _ _ (hS.eigenvalues_pos i) (hS.eigenvalues_pos j) hS.det_pos h
```

This is the first bound of the claim. The auxiliary statement `alg` does the final division: it rewrites $a/b+2+1/(a/b)$ as $(a+b)^2/(ab)$ and clears denominators. Inside `alg` the letter `M` stands for the whole power $(\operatorname{tr}S/n)^n$, not for the mean, and `D` for the determinant. The equalities `htr` and `hdet` turn the sum and product of the eigenvalues into trace and determinant.

```lean
/-- The condition number of a real symmetric positive definite matrix `S` of order `n ≥ 1`
is strictly below `4 (tr S / n)ⁿ / det S`. -/
theorem condNumber_lt [Nonempty ι] {S : Matrix ι ι ℝ} (hS : S.PosDef) :
    condNumber S < 4 * (S.trace / Fintype.card ι) ^ Fintype.card ι / S.det := by
  have hpos : 0 < condNumber S := by
    obtain ⟨i, j, hk⟩ := condNumber_eq_ratio hS
    rw [hk]
    exact div_pos (hS.eigenvalues_pos i) (hS.eigenvalues_pos j)
  refine lt_of_lt_of_le ?_ (condNumber_add_inv_le hS)
  linarith [one_div_pos.mpr hpos]
```

The condition number is positive as a ratio of positive eigenvalues, so leaving out $2+1/\kappa$ makes the inequality strict. The theorem holds for order one as well, where $\kappa=1$ and the right-hand side is 4.

```lean
/-- A positive definite overlap matrix `S` of `n ≥ 1` normalized basis functions (unit diagonal) has
condition number strictly below `4 / det S`. -/
theorem condNumber_lt_of_normalized [Nonempty ι] {S : Matrix ι ι ℝ} (hS : S.PosDef)
    (hdiag : ∀ i, S i i = 1) : condNumber S < 4 / S.det := by
  have hc : (Fintype.card ι : ℝ) ≠ 0 := Nat.cast_ne_zero.2 Fintype.card_ne_zero
  have htr : S.trace = Fintype.card ι := by simp [Matrix.trace, hdiag]
  have h := condNumber_lt hS
  rwa [htr, div_self hc, one_pow, mul_one] at h
```

The hypothesis `hdiag` expresses normalization: each basis function has overlap 1 with itself. The trace is then $n$, and the power of the mean is $1^n=1$.

```lean
/-- The overlap matrix of two normalized orbitals is positive definite for `0 ≤ s < 1`. -/
theorem twoOrbital_posDef {s : ℝ} (h0 : 0 ≤ s) (h1 : s < 1) : (twoOrbital s).PosDef := by
  refine Matrix.posDef_iff_dotProduct_mulVec.mpr ⟨Matrix.IsHermitian.ext fun i j => ?_, ?_⟩
  · fin_cases i <;> fin_cases j <;> simp [twoOrbital]
  · intro x hx
    have hpos : 0 < x 0 ^ 2 + x 1 ^ 2 := by
      rcases eq_or_ne (x 0) 0 with h | h
      · have h' : x 1 ≠ 0 := fun h' => hx (by ext i; fin_cases i <;> simp [h, h'])
        positivity
      · positivity
    have e : star x ⬝ᵥ (twoOrbital s *ᵥ x) =
        (1 - s) * (x 0 ^ 2 + x 1 ^ 2) + s * (x 0 + x 1) ^ 2 := by
      simp [twoOrbital, dotProduct, Matrix.mulVec, Fin.sum_univ_two]
      ring
    rw [e]
    exact add_pos_of_pos_of_nonneg (mul_pos (sub_pos.2 h1) hpos) (mul_nonneg h0 (sq_nonneg _))
```

Symmetry is checked entry by entry. For positivity, `hpos` shows that a nonzero vector has $x_0^2+x_1^2>0$, and `e` is the decomposition of the quadratic form derived above. Its first term is positive because $s<1$, and its second is nonnegative because $s\ge0$.

```lean
/-- The overlap matrix of two normalized orbitals with overlap `0 ≤ s < 1` has condition
number `κ` with `κ (1 - s) = 1 + s`. -/
theorem twoOrbital_condNumber {s : ℝ} (h0 : 0 ≤ s) (h1 : s < 1) :
    condNumber (twoOrbital s) * (1 - s) = 1 + s := by
  -- the eigenvalues are the roots of the secular determinant
  have hspec : spectrum ℝ (twoOrbital s) = {1 + s, 1 - s} := by
    ext μ
    have hd : (algebraMap ℝ (Matrix (Fin 2) (Fin 2) ℝ) μ - twoOrbital s).det =
        (μ - (1 + s)) * (μ - (1 - s)) := by
      rw [Matrix.det_fin_two]
      simp [twoOrbital, Matrix.algebraMap_matrix_apply]
      ring
    rw [spectrum.mem_iff, Matrix.isUnit_iff_isUnit_det, isUnit_iff_ne_zero, not_not, hd,
      mul_eq_zero, sub_eq_zero, sub_eq_zero, Set.mem_insert_iff, Set.mem_singleton_iff]
  have hle : 1 - s ≤ 1 + s := by linarith
  rw [condNumber, hspec, csSup_pair, csInf_pair, sup_eq_left.2 hle, inf_eq_right.2 hle,
    div_mul_cancel₀ _ (sub_pos.2 h1).ne']
```

The result is stated as $\kappa(1-s)=1+s$, which is equivalent to the quotient form because $1-s>0$. A number belongs to the spectrum exactly when $\mu-S$ is not invertible, that is, when its determinant vanishes. The factorization `hd` therefore gives the two eigenvalues, and $s\ge0$ decides which of them is the larger.

```lean
/-- The constant 4 is optimal: for every `c < 4` some positive definite overlap matrix of two
normalized orbitals has condition number above `c / det S`. -/
theorem four_is_optimal {c : ℝ} (hc : c < 4) :
    ∃ s, (twoOrbital s).PosDef ∧ c / (twoOrbital s).det < condNumber (twoOrbital s) := by
  obtain ⟨s, h0, h1, hs⟩ : ∃ s : ℝ, 0 ≤ s ∧ s < 1 ∧ (4 + c) / 8 ≤ s :=
    ⟨max 0 ((4 + c) / 8), le_max_left _ _, max_lt one_pos (by linarith), le_max_right _ _⟩
  have ha : 0 < 1 + s := by linarith
  have hb : 0 < 1 - s := by linarith
  have hcs : c < (1 + s) ^ 2 := by
    linarith [mul_pos hb (by linarith : 0 < 5 - s)]
  have hd : (twoOrbital s).det = (1 + s) * (1 - s) := by
    rw [twoOrbital, Matrix.det_fin_two_of]
    ring
  refine ⟨s, twoOrbital_posDef h0 h1, ?_⟩
  rw [eq_div_of_mul_eq hb.ne' (twoOrbital_condNumber h0 h1), hd,
    div_lt_div_iff₀ (mul_pos ha hb) hb]
  linarith [mul_lt_mul_of_pos_right hcs hb]

end

end OverlapConditionBound
```

The theorem provides, for each `c` below 4, an overlap `s` for which the matrix is positive definite and the bound with `c` in place of 4 fails. The proof uses the explicit `s` from the derivation. The inequality `hcs` is $c<(1+s)^2$, and clearing the positive denominators reduces the final comparison to it.

```lean
#print axioms OverlapConditionBound.condNumber_eq_ratio
#print axioms OverlapConditionBound.condNumber_lt_of_normalized
#print axioms OverlapConditionBound.four_is_optimal
```

```
'OverlapConditionBound.condNumber_eq_ratio' depends on axioms: [propext, Classical.choice, Quot.sound]
'OverlapConditionBound.condNumber_lt_of_normalized' depends on axioms: [propext, Classical.choice, Quot.sound]
'OverlapConditionBound.four_is_optimal' depends on axioms: [propext, Classical.choice, Quot.sound]
```
